# The harmonic edge of photon emission in a plane wave, and its decrease with intensity

An electron in an intense laser wave can absorb momentum $nk$ from the wave and emit one photon. Let $k$ be the wave vector, $q$ and $q'$ the electron's dressed momenta before and after, $k'$ the emitted photon's momentum and $M$ the dressed mass. With $\hbar=c=1$ and signature $(+,-,\dots,-)$,

$$q+nk=q'+k',\qquad q^2=q'^2=M^2,\qquad u=\frac{k\cdot k'}{k\cdot q'} .$$

The largest $u$ that the kinematics allows is the harmonic edge, $2n(k\cdot q)/M^2$. In an infinite monochromatic plane wave, it is the upper limit in $u$ when a simulation samples the $n$-th harmonic of nonlinear Compton scattering.

## The product, the reversed photon and the process

In Lean 4 with Mathlib:

```lean
import Mathlib

open Set

namespace HarmonicEdge

noncomputable section

variable {E : Type*} [NormedAddCommGroup E] [InnerProductSpace ℝ E]
```

`E` is the space of spatial vectors: any real inner product space, with three-dimensional Euclidean space as the physical case. A momentum is a pair in `ℝ × E`; `x.1` is its time component and `x.2` its spatial part.

```lean
/-- The Minkowski product: product of the time components minus the inner product of the
spatial parts. -/
def mdot : (ℝ × E) →ₗ[ℝ] (ℝ × E) →ₗ[ℝ] ℝ :=
  LinearMap.mk₂ ℝ (fun x y => x.1 * y.1 - inner ℝ x.2 y.2)
    (by intro x y z; simp only [Prod.fst_add, Prod.snd_add, inner_add_left]; ring)
    (by intro c x y
        simp only [Prod.smul_fst, Prod.smul_snd, real_inner_smul_left, smul_eq_mul]; ring)
    (by intro x y z; simp only [Prod.fst_add, Prod.snd_add, inner_add_right]; ring)
    (by intro c x y
        simp only [Prod.smul_fst, Prod.smul_snd, real_inner_smul_right, smul_eq_mul]; ring)
```

`mdot x y` is $x\cdot y=x_0y_0-\mathbf x\cdot\mathbf y$. `LinearMap.mk₂` builds it as a bilinear map, and the four short proofs give additivity and scaling in each argument.

```lean
/-- The momentum `k` with its spatial direction reversed in the rest frame of `q`; the domain is
timelike `q`, that is, `q·q > 0`. -/
def mirror (q k : ℝ × E) : ℝ × E := (2 * mdot q k / mdot q q) • q - k
```

This is $r=\frac{2\,q\cdot k}{q^2}\,q-k$, where `•` multiplies a vector by a number. In the rest frame of a massive $q$, a photon $k=(\omega,\mathbf k)$ becomes $(\omega,-\mathbf k)$.

```lean
/-- An electron of momentum `q` absorbs `n k` from the wave and emits a photon `k'`: the outgoing
photon is future null, the outgoing electron `q'` is future with mass `M`, and momentum is
conserved. -/
structure IsScattering (M n : ℝ) (k q k' q' : ℝ × E) : Prop where
  photon_future : 0 < k'.1
  photon_null : mdot k' k' = 0
  electron_future : 0 < q'.1
  electron_shell : mdot q' q' = M ^ 2
  conservation : q + n • k = q' + k'
```

A structure in `Prop` is a list of conditions. These concern the outgoing particles and momentum conservation; the conditions on $k$ and $q$ appear in the theorems. The number $n$ is real, with harmonics as the integer case.

That an electron in the wave obeys this conservation law, with cycle-averaged dressed momenta, follows from the Dirac equation in a periodic plane wave. Here it is assumed.

```lean
/-- The dressed momentum of an electron `p` of mass `m` in a wave `k` with squared intensity
parameter `x = a₀²`; the domain is `k·p ≠ 0`. -/
def quasiMomentum (m x : ℝ) (k p : ℝ × E) : ℝ × E :=
  p + (m ^ 2 * x / (2 * mdot k p)) • k
```

For an electron of mass $m$ that has momentum $p$ before it enters the wave, this defines
$$q=p+\frac{m^2a_0^2}{2\,k\cdot p}\,k .$$
In this definition the letter `x` stands for $a_0^2$, the dimensionless squared field strength averaged over a cycle. If $a_0$ is instead taken as the peak amplitude of a linearly polarised wave, `x` is $a_0^2/2$.

## Products of future vectors

```lean
/-- The Minkowski product is symmetric. -/
theorem mdot_comm (x y : ℝ × E) : mdot x y = mdot y x := by
  change x.1 * y.1 - inner ℝ x.2 y.2 = y.1 * x.1 - inner ℝ y.2 x.2
  rw [real_inner_comm]
  ring
```

The product is symmetric because the spatial inner product is.

```lean
/-- Two vectors in the closed future light cone have a nonnegative product. -/
theorem mdot_nonneg {x y : ℝ × E} (hx0 : 0 ≤ x.1) (hx : 0 ≤ mdot x x)
    (hy0 : 0 ≤ y.1) (hy : 0 ≤ mdot y y) : 0 ≤ mdot x y := by
  change 0 ≤ x.1 * x.1 - inner ℝ x.2 x.2 at hx
  change 0 ≤ y.1 * y.1 - inner ℝ y.2 y.2 at hy
  change 0 ≤ x.1 * y.1 - inner ℝ x.2 y.2
  rw [real_inner_self_eq_norm_sq] at hx hy
  have hx' : ‖x.2‖ ≤ x.1 := le_of_not_gt fun h => by nlinarith
  have hy' : ‖y.2‖ ≤ y.1 := le_of_not_gt fun h => by nlinarith
  have h1 := real_inner_le_norm x.2 y.2
  have h2 := mul_le_mul hx' hy' (norm_nonneg _) hx0
  linarith
```

Hypotheses such as `hx` are named assumptions, and the statement follows the last colon. If $x$ and $y$ lie in the closed future cone, then $|\mathbf x|\le x_0$ and $|\mathbf y|\le y_0$, so
$$x\cdot y\ge x_0y_0-|\mathbf x||\mathbf y|\ge0 .$$
The `change` lines write the product in components, `nlinarith` extracts the two norm bounds, and `real_inner_le_norm` is Cauchy–Schwarz.

```lean
/-- A null or timelike vector with positive time component has a positive product with every
future timelike vector. -/
theorem mdot_pos {x y : ℝ × E} (hx0 : 0 < x.1) (hx : 0 ≤ mdot x x)
    (hy0 : 0 < y.1) (hy : 0 < mdot y y) : 0 < mdot x y := by
  change 0 ≤ x.1 * x.1 - inner ℝ x.2 x.2 at hx
  change 0 < y.1 * y.1 - inner ℝ y.2 y.2 at hy
  change 0 < x.1 * y.1 - inner ℝ x.2 y.2
  rw [real_inner_self_eq_norm_sq] at hx hy
  have hx' : ‖x.2‖ ≤ x.1 := le_of_not_gt fun h => by nlinarith
  have hy' : ‖y.2‖ < y.1 := lt_of_not_ge fun h => by nlinarith
  have h1 := real_inner_le_norm x.2 y.2
  have h2 := mul_le_mul_of_nonneg_right hx' (norm_nonneg y.2)
  have h3 := mul_lt_mul_of_pos_left hy' hx0
  linarith
```

If $x$ is null or timelike with $x_0>0$, and $y$ is future timelike, then $|\mathbf x|\le x_0$ and $|\mathbf y|<y_0$. Hence $x_0y_0>x_0|\mathbf y|\ge|\mathbf x||\mathbf y|$, and the product is strictly positive.

```lean
/-- A null or timelike vector whose product with some vector of the closed future cone is
positive has a positive time component. -/
theorem future_of_mdot_pos {x y : ℝ × E} (hx : 0 ≤ mdot x x) (hy0 : 0 ≤ y.1)
    (hy : 0 ≤ mdot y y) (hxy : 0 < mdot x y) : 0 < x.1 := by
  by_contra h
  have h1 : 0 ≤ (-x).1 := by
    change 0 ≤ -x.1
    linarith
  have h2 : 0 ≤ mdot (-x) (-x) := by
    simpa only [map_neg, LinearMap.neg_apply, neg_neg] using hx
  have h3 := mdot_nonneg h1 h2 hy0 hy
  simp only [map_neg, LinearMap.neg_apply] at h3
  linarith
```

This recovers a time direction from a product. If $x_0\le0$, then $-x$ lies in the closed future cone, so $-x\cdot y\ge0$, contradicting $x\cdot y>0$.

```lean
/-- For `q` future timelike and `k` future null, the reversed photon is again future null, has the
same product with `q`, and has product `2(q·k)²/q²` with `k`. -/
theorem mirror_props {q k : ℝ × E} (hq0 : 0 < q.1) (hq : 0 < mdot q q)
    (hk0 : 0 < k.1) (hk : mdot k k = 0) :
    0 < (mirror q k).1 ∧ mdot (mirror q k) (mirror q k) = 0 ∧
      mdot q (mirror q k) = mdot q k ∧
      mdot k (mirror q k) = 2 * mdot q k ^ 2 / mdot q q := by
  have hc : 2 * mdot q k / mdot q q * mdot q q = 2 * mdot q k := div_mul_cancel₀ _ hq.ne'
  have hnull : mdot (mirror q k) (mirror q k) = 0 := by
    simp only [mirror, map_sub, map_smul, LinearMap.sub_apply, LinearMap.smul_apply,
      smul_eq_mul, hk, mdot_comm k q]
    linear_combination (2 * mdot q k / mdot q q) * hc
  have hqr : mdot q (mirror q k) = mdot q k := by
    simp only [mirror, map_sub, map_smul, smul_eq_mul]
    linear_combination hc
  have hpos : 0 < mdot (mirror q k) q := by
    rw [mdot_comm, hqr, mdot_comm]
    exact mdot_pos hk0 hk.ge hq0 hq
  refine ⟨future_of_mdot_pos hnull.ge hq0.le hq.le hpos, hnull, hqr, ?_⟩
  simp only [mirror, map_sub, map_smul, smul_eq_mul, hk, mdot_comm k q]
  ring
```

Put $\lambda=2(q\cdot k)/q^2$, so that $\lambda q^2=2\,q\cdot k$; this is `hc`. Since $k^2=0$,
$$r^2=\lambda(\lambda q^2-2\,q\cdot k)=0,\qquad q\cdot r=\lambda q^2-q\cdot k=q\cdot k,\qquad k\cdot r=\lambda\,q\cdot k=\frac{2(q\cdot k)^2}{q^2}.$$
As $r\cdot q>0$, the previous lemma makes $r$ future. In the code, `simp only` expands products by bilinearity, and `linear_combination` derives an equation from stated multiples of known ones.

## The bound on u

```lean
/-- For future null `k`, `k'` and future timelike `p`, `p² (k·k') ≤ 2 (p·k)(p·k')`. -/
theorem backscatter_bound {p k k' : ℝ × E} (hp0 : 0 < p.1) (hp : 0 < mdot p p)
    (hk0 : 0 < k.1) (hk : mdot k k = 0) (hk0' : 0 < k'.1) (hk' : mdot k' k' = 0) :
    mdot p p * mdot k k' ≤ 2 * mdot p k * mdot p k' := by
  obtain ⟨hr0, hr, -, -⟩ := mirror_props hp0 hp hk0 hk
  -- the reversed photon and `k'` both lie in the future cone
  have h := mdot_nonneg hr0.le hr.ge hk0'.le hk'.ge
  simp only [mirror, map_sub, map_smul, LinearMap.sub_apply, LinearMap.smul_apply,
    smul_eq_mul] at h
  have hc : 2 * mdot p k / mdot p p * mdot p p = 2 * mdot p k := div_mul_cancel₀ _ hp.ne'
  have e : mdot p p * (2 * mdot p k / mdot p p * mdot p k' - mdot k k')
      = 2 * mdot p k * mdot p k' - mdot p p * mdot k k' := by
    linear_combination mdot p k' * hc
  have h2 := mul_nonneg hp.le h
  linarith
```

Here $p$ is any future timelike momentum. Reverse $k$ in its rest frame. The result $r$ and $k'$ are both future null, so
$$0\le r\cdot k'=\frac{2(p\cdot k)(p\cdot k')}{p^2}-k\cdot k' .$$
Multiplying by $p^2>0$ gives the claim. In the rest frame it says $1-\cos\theta\le2$, where $\theta$ is the angle between the photons.

```lean
/-- Harmonic edge: for a future null wave vector `k` and an incoming electron of mass `M > 0`,
every scattering has `0 ≤ (k·k')/(k·q') ≤ 2n(k·q)/M²`. -/
theorem harmonic_edge {M n : ℝ} {k q k' q' : ℝ × E} (hM : 0 < M) (hk0 : 0 < k.1)
    (hk : mdot k k = 0) (hq : mdot q q = M ^ 2) (h : IsScattering M n k q k' q') :
    0 ≤ mdot k k' / mdot k q' ∧ mdot k k' / mdot k q' ≤ 2 * n * mdot k q / M ^ 2 := by
  have hM2 : 0 < M ^ 2 := by positivity
  have hs : 0 < mdot q' q' := by rw [h.electron_shell]; exact hM2
  have hpos : 0 < mdot k q' := mdot_pos hk0 hk.ge h.electron_future hs
  -- squaring momentum conservation
  have h1 := congrArg (fun v => mdot v v) h.conservation
  simp only [map_add, map_smul, LinearMap.add_apply, LinearMap.smul_apply, smul_eq_mul,
    hk, hq, h.electron_shell, h.photon_null, mdot_comm q k, mdot_comm k' q'] at h1
  have e1 : mdot q' k' = n * mdot k q := by linarith
  have hb := backscatter_bound h.electron_future hs hk0 hk h.photon_future h.photon_null
  rw [h.electron_shell, e1, mdot_comm q' k] at hb
  refine ⟨div_nonneg (mdot_nonneg hk0.le hk.ge h.photon_future.le h.photon_null.ge) hpos.le, ?_⟩
  rw [div_le_div_iff₀ hpos hM2]
  linarith
```

Squaring both sides of conservation gives
$$M^2+2n\,k\cdot q=M^2+2\,q'\cdot k',\qquad\text{so}\qquad q'\cdot k'=n\,k\cdot q .$$
This is `e1`. The preceding bound, applied to $q'$, becomes
$$M^2\,(k\cdot k')\le2n\,(k\cdot q')(k\cdot q).$$
Division by $M^2(k\cdot q')>0$ yields the upper limit. The lower limit holds because $k\cdot k'\ge0$ and $k\cdot q'>0$. Neither $n>0$ nor a future $q$ is assumed.

The incoming mass shell `hq` matters: $q^2\ge M^2$ would not be enough. With one spatial dimension, take $M=1$, $n=0$, $k=(1,1)$, $k'=(1,-1)$ and $q'=(1,0)$. Conservation gives $q=(2,-1)$ with $q^2=3$. Then $u=2$, while the claimed edge is $0$. Physically, a heavier particle has decayed without absorbing anything.

## Emission at the edge

```lean
/-- For `n > 0`, a future null `k` and a future electron `q` of mass `M > 0`, the edge
`2n(k·q)/M²` is the greatest value of `(k·k')/(k·q')` over all scatterings. -/
theorem edge_isGreatest {M n : ℝ} {k q : ℝ × E} (hM : 0 < M) (hn : 0 < n) (hk0 : 0 < k.1)
    (hk : mdot k k = 0) (hq0 : 0 < q.1) (hq : mdot q q = M ^ 2) :
    IsGreatest {u : ℝ | ∃ k' q', IsScattering M n k q k' q' ∧ u = mdot k k' / mdot k q'}
      (2 * n * mdot k q / M ^ 2) := by
  have hM2 : 0 < M ^ 2 := by positivity
  have hqq : 0 < mdot q q := by rw [hq]; exact hM2
  have hB : 0 < mdot q k := by rw [mdot_comm]; exact mdot_pos hk0 hk.ge hq0 hqq
  obtain ⟨hr0, hr, hqr, hkr⟩ := mirror_props hq0 hqq hk0 hk
  have hS : 0 < M ^ 2 + 2 * n * mdot q k := by positivity
  have hD : mdot k (mirror q k) * M ^ 2 = 2 * mdot q k ^ 2 := by
    rw [hkr, hq]
    exact div_mul_cancel₀ _ hM2.ne'
  -- the factor multiplying the reversed photon, fixed by the mass shell
  obtain ⟨c, hc⟩ : ∃ c, c = n * M ^ 2 / (M ^ 2 + 2 * n * mdot q k) := ⟨_, rfl⟩
  have hc0 : 0 < c := by rw [hc]; positivity
  have hcS : c * (M ^ 2 + 2 * n * mdot q k) = n * M ^ 2 := by
    rw [hc]
    exact div_mul_cancel₀ _ hS.ne'
  have hcD : c * mdot q k + n * (c * mdot k (mirror q k)) = n * mdot q k := by
    apply mul_left_cancel₀ hM2.ne'
    linear_combination mdot q k * hcS + n * c * hD
  have hG : 0 < mdot q k - c * mdot k (mirror q k) := by
    have e : mdot q k - c * mdot k (mirror q k)
        = mdot q k * M ^ 2 / (M ^ 2 + 2 * n * mdot q k) := by
      rw [eq_div_iff hS.ne']
      linear_combination -mdot k (mirror q k) * hcS - n * hD
    rw [e]
    positivity
  have hkq : mdot k (q + n • k - c • mirror q k) = mdot q k - c * mdot k (mirror q k) := by
    simp only [map_add, map_sub, map_smul, smul_eq_mul, hk, mdot_comm k q]
    ring
  have hshell : mdot (q + n • k - c • mirror q k) (q + n • k - c • mirror q k) = M ^ 2 := by
    simp only [map_add, map_sub, map_smul, LinearMap.add_apply, LinearMap.sub_apply,
      LinearMap.smul_apply, smul_eq_mul, hk, hq, hr, hqr, mdot_comm k q,
      mdot_comm (mirror q k) q, mdot_comm (mirror q k) k]
    linear_combination (-2) * hcD
  constructor
  · refine ⟨c • mirror q k, q + n • k - c • mirror q k, ⟨?_, ?_, ?_, hshell, ?_⟩, ?_⟩
    · exact mul_pos hc0 hr0
    · simp only [map_smul, LinearMap.smul_apply, smul_eq_mul, hr, mul_zero]
    · refine future_of_mdot_pos (y := k) (by rw [hshell]; exact hM2.le) hk0.le hk.ge ?_
      rw [mdot_comm, hkq]
      exact hG
    · exact (sub_add_cancel _ _).symm
    · rw [hkq, map_smul, smul_eq_mul, mdot_comm k q, div_eq_div_iff hM2.ne' hG.ne']
      linear_combination -mdot k (mirror q k) * hcS - n * hD
  · rintro u ⟨k', q', h, rfl⟩
    exact (harmonic_edge hM hk0 hk hq h).2
```

`IsGreatest` says that the edge belongs to the set of possible $u$ and bounds it from above. The bound is `harmonic_edge`; membership needs an explicit process. This is a statement about kinematics only: the emission rate can vanish at the edge, as it does for $n\ge2$ in a circularly polarised wave.

Let $r$ be $k$ reversed in the rest frame of the incoming $q$, and try $k'=c\,r$, $q'=q+nk-c\,r$. Here `c` is a dimensionless factor, not the speed of light. Write $B=k\cdot q$, so $k\cdot r=2B^2/M^2$. The outgoing shell requires
$$M^2+2nB-2cB-2nc\,\frac{2B^2}{M^2}=M^2,\qquad\text{so}\qquad c=\frac{nM^2}{M^2+2nB}>0 .$$
It follows that
$$k\cdot k'=\frac{2nB^2}{M^2+2nB},\qquad k\cdot q'=\frac{BM^2}{M^2+2nB},\qquad u=\frac{2nB}{M^2}.$$
Since $q'^2>0$ and $k\cdot q'>0$, the outgoing electron is future. In the code `hcD` is the shell condition, `hshell` confirms the mass, and `hG` gives the positivity of $k\cdot q'$.

For numbers, take one spatial dimension, $M=n=1$, $q=(1,0)$ and $k=(\tfrac12,\tfrac12)$. Then $B=\tfrac12$, the edge is $1$ and $c=\tfrac12$. The process has $k'=(\tfrac14,-\tfrac14)$ and $q'=(\tfrac54,\tfrac34)$. Indeed $q'^2=\tfrac{25}{16}-\tfrac9{16}=1$ and $k\cdot k'=k\cdot q'=\tfrac14$, so $u=1$.

## The shift with intensity

```lean
/-- For null `k`, `p² = m²` and `k·p ≠ 0`, the dressed momentum has square `m²(1 + a₀²)` and the
same product with `k` as `p`. -/
theorem quasiMomentum_props {m : ℝ} (x : ℝ) {k p : ℝ × E} (hk : mdot k k = 0)
    (hp : mdot p p = m ^ 2) (hkp : mdot k p ≠ 0) :
    mdot (quasiMomentum m x k p) (quasiMomentum m x k p) = m ^ 2 * (1 + x) ∧
      mdot k (quasiMomentum m x k p) = mdot k p := by
  have hc : m ^ 2 * x / (2 * mdot k p) * (2 * mdot k p) = m ^ 2 * x :=
    div_mul_cancel₀ _ (mul_ne_zero two_ne_zero hkp)
  constructor
  · simp only [quasiMomentum, map_add, map_smul, LinearMap.add_apply, LinearMap.smul_apply,
      smul_eq_mul, hk, hp, mdot_comm p k]
    linear_combination hc
  · simp only [quasiMomentum, map_add, map_smul, smul_eq_mul, hk, mul_zero, add_zero]
```

Write $q=p+\alpha k$ with $\alpha=m^2a_0^2/(2\,k\cdot p)$. Because $k^2=0$,
$$q^2=m^2+2\alpha\,k\cdot p=m^2(1+a_0^2),\qquad k\cdot q=k\cdot p .$$
The wave raises the effective mass but leaves $k\cdot q$ unchanged.

```lean
/-- Intensity red-shift: for `n > 0`, a future null `k` and a future electron `p` of mass `m > 0`,
the harmonic edge of the dressed electron strictly decreases in `a₀² ≥ 0`. -/
theorem intensity_redshift {m n : ℝ} {k p : ℝ × E} (hm : 0 < m) (hn : 0 < n) (hk0 : 0 < k.1)
    (hk : mdot k k = 0) (hp0 : 0 < p.1) (hp : mdot p p = m ^ 2) :
    StrictAntiOn (fun x : ℝ => 2 * n * mdot k (quasiMomentum m x k p) /
      mdot (quasiMomentum m x k p) (quasiMomentum m x k p)) (Ici 0) := by
  have hm2 : 0 < m ^ 2 := by positivity
  have hkp : 0 < mdot k p := mdot_pos hk0 hk.ge hp0 (by rw [hp]; exact hm2)
  have hA : 0 < 2 * n * mdot k p := by positivity
  intro x hx y hy hxy
  have hx0 : 0 ≤ x := hx
  have hy0 : 0 ≤ y := hy
  obtain ⟨hx1, hx2⟩ := quasiMomentum_props x hk hp hkp.ne'
  obtain ⟨hy1, hy2⟩ := quasiMomentum_props y hk hp hkp.ne'
  change 2 * n * mdot k (quasiMomentum m y k p) /
      mdot (quasiMomentum m y k p) (quasiMomentum m y k p) <
    2 * n * mdot k (quasiMomentum m x k p) /
      mdot (quasiMomentum m x k p) (quasiMomentum m x k p)
  rw [hx1, hx2, hy1, hy2, div_lt_div_iff₀ (by positivity) (by positivity)]
  exact mul_lt_mul_of_pos_left (mul_lt_mul_of_pos_left (by linarith) hm2) hA

end

end HarmonicEdge
```

`StrictAntiOn … (Ici 0)` means strictly decreasing on $[0,\infty)$. The previous result turns the function into
$$\frac{2n\,k\cdot p}{m^2(1+a_0^2)} .$$
Its numerator is positive and fixed, and its denominator grows with $a_0^2$. The proof takes $0\le x<y$, substitutes the two formulas and cross-multiplies. The function is the edge of `edge_isGreatest` with $M=m\sqrt{1+a_0^2}$; the dressed $q$ is future, since a nonnegative multiple of $k$ has been added to $p$.

In the numerical example, let $p=(1,0)$ and $m=1$. At $a_0=0$ the edge is $1$. At $a_0=1$ the dressed momentum is $(\tfrac32,\tfrac12)$, with $q^2=2$ and $k\cdot q=\tfrac12$, and the edge falls to $\tfrac12$.

The term red-shift refers to frequency, whereas the theorem speaks of $u$. The link is $k\cdot k'=(k\cdot q)\,u/(1+u)$, from the product of $k$ with the conservation law. If the electron is initially at rest or moves along the wave's axis, the photon at the edge is emitted opposite to the wave, and $k\cdot k'$ is proportional to its frequency. Since $k\cdot q=k\cdot p$ does not change with intensity, a smaller edge in $u$ then means a lower frequency.

```lean
#print axioms HarmonicEdge.harmonic_edge
-- 'HarmonicEdge.harmonic_edge' depends on axioms: [propext, Classical.choice, Quot.sound]
#print axioms HarmonicEdge.edge_isGreatest
-- 'HarmonicEdge.edge_isGreatest' depends on axioms: [propext, Classical.choice, Quot.sound]
#print axioms HarmonicEdge.intensity_redshift
-- 'HarmonicEdge.intensity_redshift' depends on axioms: [propext, Classical.choice, Quot.sound]
```
